# Two one-mode squeezers multiply to a squeezer exactly when sinh r · sinh r' · sin(t − t') = 0

## Squeezers, Bogoliubov maps and phase shifts as 2 by 2 matrices

Let a and a† be the ladder operators of one bosonic mode, with [a, a†] = 1. A linear map that mixes them,

a → u a + v a†,  a† → v* a + u* a†,

is recorded by the matrix with rows (u, v) and (v*, u*), acting on the column (a, a†). The star is complex conjugation. The new operators have the commutator |u|² − |v|², so the map is canonical when |u|² − |v|² = 1.

```lean
import Mathlib

open ComplexConjugate

namespace SqueezersNotGroup

noncomputable section
```

The first line loads the mathematical library Mathlib. The second makes the notation `conj` available for complex conjugation.

```lean
/-- The one-mode squeezer with squeezing strength `r` and squeezing angle `t`. -/
def squeezer (r t : ℝ) : Matrix (Fin 2) (Fin 2) ℂ :=
  !![(Real.cosh r : ℂ), Complex.exp (t * Complex.I) * (Real.sinh r : ℂ);
     Complex.exp (-(t * Complex.I)) * (Real.sinh r : ℂ), (Real.cosh r : ℂ)]
```

This is the squeezer S(r, t), with rows

(cosh r, e^{it} sinh r) and (e^{−it} sinh r, cosh r).

The type `Matrix (Fin 2) (Fin 2) ℂ` means a complex matrix with two rows and two columns, numbered 0 and 1. The annotation `(Real.cosh r : ℂ)` takes the real number cosh r and regards it as complex.

The strength r may be any real number, negative values included, and S(−r, t) is the same matrix as S(r, t + π). For the unitary W = exp(½(ξ* a² − ξ a†²)) with ξ = r e^{iφ}, a common convention, and the map a → W† a W, the angle here is t = φ + π.

```lean
/-- The matrix of the one-mode Bogoliubov map that sends `a` to `u a + v a†`. -/
def bogoliubov (u v : ℂ) : Matrix (Fin 2) (Fin 2) ℂ :=
  !![u, v; conj v, conj u]
```

This is the general matrix with rows (u, v) and (v*, u*). The definition accepts every pair of complex numbers. The canonical condition is not built in, and appears as a hypothesis where it is needed.

```lean
/-- The phase shift by the angle `θ`, a Bogoliubov map without mixing of `a` and `a†`. -/
def phaseShift (θ : ℝ) : Matrix (Fin 2) (Fin 2) ℂ :=
  bogoliubov (Complex.exp (θ * Complex.I)) 0
```

The phase shift is diag(e^{iθ}, e^{−iθ}), which sends a to e^{iθ} a.

```lean
/-- The complex number with real part `cosh r cosh r' + sinh r sinh r' cos(t - t')` and imaginary
part `sinh r sinh r' sin(t - t')`. -/
def productAmplitude (r t r' t' : ℝ) : ℂ :=
  ⟨Real.cosh r * Real.cosh r' + Real.sinh r * Real.sinh r' * Real.cos (t - t'),
    Real.sinh r * Real.sinh r' * Real.sin (t - t')⟩
```

The angle brackets build a complex number from its real and imaginary parts:

Re = cosh r cosh r' + sinh r sinh r' cos(t − t'),
Im = sinh r sinh r' sin(t − t').

The theorem `squeezer_mul` below shows that this number is the upper left entry of S(r, t) S(r', t').

The file works with these matrices throughout. The operators a and a†, the unitaries on Fock space and their overall phases do not occur in it, so the link between a squeezing unitary and its matrix is taken as known. Displacements, losses and further modes are also absent.

## Multiplying two squeezers

```lean
/-- A squeezer is the Bogoliubov map with `u = cosh r` and `v = exp(it) sinh r`. -/
theorem squeezer_eq (r t : ℝ) :
    squeezer r t = bogoliubov (Real.cosh r : ℂ)
      (Complex.exp (t * Complex.I) * (Real.sinh r : ℂ)) := by
  have h : conj (Complex.exp (t * Complex.I) * (Real.sinh r : ℂ)) =
      Complex.exp (-(t * Complex.I)) * (Real.sinh r : ℂ) := by
    rw [map_mul, Complex.conj_ofReal, ← Complex.exp_conj, map_mul, Complex.conj_ofReal,
      Complex.conj_I, mul_neg]
  rw [squeezer, bogoliubov, h, Complex.conj_ofReal]
```

A `theorem` line gives a name, the variables, and after the colon the statement. What follows `:= by` is the proof. Here the statement is that S(r, t) is the Bogoliubov matrix with u = cosh r and v = e^{it} sinh r. The only thing to check is the lower row: cosh r is real, and

(e^{it} sinh r)* = e^{−it} sinh r.

The auxiliary statement `h` is this last equation.

```lean
/-- The composition law of one-mode Bogoliubov maps. -/
theorem bogoliubov_mul (u v u' v' : ℂ) :
    bogoliubov u v * bogoliubov u' v' =
      bogoliubov (u * u' + v * conj v') (u * v' + v * conj u') := by
  ext i j
  fin_cases i <;> fin_cases j <;>
    simp [bogoliubov, Matrix.mul_apply, Fin.sum_univ_succ] <;> ring
```

The product of two Bogoliubov matrices is again one. Multiplying the rows of the first into the columns of the second gives the upper row

u u' + v v'*,  u v' + v u'*.

The lower row is v* u' + u* v'* and v* v' + u* u'*, the conjugates of the upper entries in reverse order. The proof does the same: `fin_cases` splits the claim into the four entries, `simp` writes out the sums, and `ring` finishes the algebra.

```lean
/-- The determinant of a Bogoliubov map is `|u|² - |v|²`. -/
theorem det_bogoliubov (u v : ℂ) :
    (bogoliubov u v).det = ((Complex.normSq u - Complex.normSq v : ℝ) : ℂ) := by
  rw [bogoliubov, Matrix.det_fin_two_of, Complex.mul_conj, Complex.mul_conj,
    Complex.ofReal_sub]
```

The determinant is u u* − v v* = |u|² − |v|². In Lean, `Complex.normSq u` is |u|². The canonical condition therefore says that the determinant is 1.

```lean
/-- The product of two squeezers, written as a Bogoliubov map. -/
theorem squeezer_mul (r t r' t' : ℝ) :
    squeezer r t * squeezer r' t' = bogoliubov (productAmplitude r t r' t')
      ((Real.cosh r : ℂ) * (Complex.exp (t' * Complex.I) * (Real.sinh r' : ℂ)) +
        Complex.exp (t * Complex.I) * (Real.sinh r : ℂ) * (Real.cosh r' : ℂ)) := by
  rw [squeezer_eq, squeezer_eq, bogoliubov_mul, Complex.conj_ofReal]
  refine congrArg₂ bogoliubov ?_ rfl
  unfold productAmplitude
  generalize Real.cosh r = c
  generalize Real.cosh r' = c'
  generalize Real.sinh r = s
  generalize Real.sinh r' = s'
  apply Complex.ext
  · simp [Complex.exp_ofReal_mul_I_re, Complex.exp_ofReal_mul_I_im, Real.cos_sub]
    ring
  · simp [Complex.exp_ofReal_mul_I_re, Complex.exp_ofReal_mul_I_im, Real.sin_sub]
    ring
```

Insert u = cosh r, v = e^{it} sinh r and their primed partners into the composition law. The new entries are

U = cosh r cosh r' + e^{i(t − t')} sinh r sinh r',
V = cosh r e^{it'} sinh r' + e^{it} sinh r cosh r'.

Euler's formula splits U into exactly the two parts stored in `productAmplitude`. In the proof, `generalize` replaces the hyperbolic functions by plain letters, `Complex.ext` reduces the equation to real and imaginary parts, and the addition formulas for cos(t − t') and sin(t − t') settle each one.

## Recognising a squeezer by its upper left entry

```lean
/-- A Bogoliubov map with `|u|² - |v|² = 1` is a squeezer exactly when `u` is real and
positive. -/
theorem bogoliubov_squeezer_iff (u v : ℂ) (h : Complex.normSq u - Complex.normSq v = 1) :
    (∃ r t : ℝ, bogoliubov u v = squeezer r t) ↔ u.im = 0 ∧ 0 < u.re := by
  constructor
  · rintro ⟨r, t, hrt⟩
    have h0 : u = (Real.cosh r : ℂ) := congrFun (congrFun hrt 0) 0
    rw [h0, Complex.ofReal_im, Complex.ofReal_re]
    exact ⟨rfl, Real.cosh_pos r⟩
  · rintro ⟨him, hre⟩
    -- the strength is read off from |v|, the angle from the phase of v
    have hs : Real.sinh (Real.arsinh ‖v‖) = ‖v‖ := Real.sinh_arsinh _
    have hc : Real.cosh (Real.arsinh ‖v‖) = u.re := by
      have h1 := Real.cosh_sq (Real.arsinh ‖v‖)
      have h2 := Real.cosh_pos (Real.arsinh ‖v‖)
      rw [hs] at h1
      rw [Complex.normSq_apply, him, Complex.normSq_eq_norm_sq] at h
      have h3 : (Real.cosh (Real.arsinh ‖v‖) - u.re) *
          (Real.cosh (Real.arsinh ‖v‖) + u.re) = 0 := by
        linear_combination h1 - h
      rcases mul_eq_zero.mp h3 with h4 | h4 <;> linarith
    refine ⟨Real.arsinh ‖v‖, Complex.arg v, ?_⟩
    rw [squeezer_eq, hs, hc]
    refine congrArg₂ bogoliubov (Complex.ext ?_ ?_) ?_
    · rw [Complex.ofReal_re]
    · rw [Complex.ofReal_im, him]
    · rw [mul_comm, Complex.norm_mul_exp_arg_mul_I]
```

The hypothesis `h` is the canonical condition. Under it, the matrix equals S(r, t) for some real r and t if and only if u is real and positive.

One direction is immediate. If the matrix is a squeezer, its upper left entry is u = cosh r, which is real and positive. The two uses of `congrFun` extract that entry from the matrix equation.

For the other direction, let u be real and positive, and choose

R = arsinh |v|,  T = arg v.

Then sinh R = |v|, so e^{iT} sinh R = v. Moreover

cosh² R = 1 + sinh² R = 1 + |v|² = u²,

which gives (cosh R − u)(cosh R + u) = 0. The second factor is positive, hence cosh R = u. In the code this factorisation is `h3`, and `linarith` handles both cases. If v = 0, then R = 0 and the angle has no effect.

```lean
/-- Every squeezer has determinant one. -/
theorem det_squeezer (r t : ℝ) : (squeezer r t).det = 1 := by
  rw [squeezer_eq, det_bogoliubov, Complex.normSq_mul, Complex.normSq_ofReal,
    Complex.normSq_ofReal, Complex.normSq_eq_norm_sq, Complex.norm_exp_ofReal_mul_I]
  have h : Real.cosh r * Real.cosh r - 1 ^ 2 * (Real.sinh r * Real.sinh r) = 1 := by
    linear_combination Real.cosh_sq r
  rw [h, Complex.ofReal_one]
```

By hand this is cosh² r − |e^{it}|² sinh² r = 1. Every squeezer is therefore canonical.

## The condition for a product to be a squeezer

```lean
/-- The product of two squeezers is again a squeezer if and only if
`sinh r sinh r' sin(t - t') = 0`. -/
theorem squeezer_mul_squeezer_iff (r t r' t' : ℝ) :
    (∃ R T : ℝ, squeezer r t * squeezer r' t' = squeezer R T) ↔
      Real.sinh r * Real.sinh r' * Real.sin (t - t') = 0 := by
  have hdet : (squeezer r t * squeezer r' t').det = 1 := by
    rw [Matrix.det_mul, det_squeezer, det_squeezer, one_mul]
  rw [squeezer_mul, det_bogoliubov] at hdet
  rw [squeezer_mul, bogoliubov_squeezer_iff _ _ (Complex.ofReal_eq_one.mp hdet)]
  -- the real part of the amplitude is always positive
  have hpos : 0 < Real.cosh r * Real.cosh r' +
      Real.sinh r * Real.sinh r' * Real.cos (t - t') := by
    have h1 := Real.cosh_pos (r + r')
    have h2 := Real.cosh_pos (r - r')
    rw [Real.cosh_add] at h1
    rw [Real.cosh_sub] at h2
    have h3 : |Real.sinh r * Real.sinh r'| < Real.cosh r * Real.cosh r' :=
      abs_lt.mpr ⟨by linarith, by linarith⟩
    have h4 : |Real.sinh r * Real.sinh r' * Real.cos (t - t')| ≤
        |Real.sinh r * Real.sinh r'| := by
      rw [abs_mul _ (Real.cos (t - t'))]
      exact mul_le_of_le_one_right (abs_nonneg _) (Real.abs_cos_le_one _)
    linarith [neg_abs_le (Real.sinh r * Real.sinh r' * Real.cos (t - t'))]
  exact ⟨fun h => h.1, fun h => ⟨h, hpos⟩⟩
```

This is the main theorem. For all real r, t, r', t', there are real R and T with S(r, t) S(r', t') = S(R, T) if and only if sinh r sinh r' sin(t − t') = 0. In physical terms, one of the two squeezers is the identity, or their angles differ by a multiple of π.

The argument has three steps.

1. Determinants multiply, so the product has determinant 1 and is canonical. This is `hdet`.
2. By the previous criterion, the product is a squeezer exactly when Im U = 0 and Re U > 0.
3. The second requirement always holds. From cosh(r + r') > 0 and cosh(r − r') > 0 one gets

|sinh r sinh r'| < cosh r cosh r'.

Since |cos(t − t')| ≤ 1, the term sinh r sinh r' cos(t − t') cannot outweigh cosh r cosh r', and Re U > 0.

What remains is Im U = 0, which is the stated condition. Step 3 is `hpos`, with the strict inequality in `h3` and the bound on the cosine in `h4`.

```lean
/-- Two squeezers commute if and only if their product is a squeezer. -/
theorem squeezer_comm_iff (r t r' t' : ℝ) :
    squeezer r t * squeezer r' t' = squeezer r' t' * squeezer r t ↔
      ∃ R T : ℝ, squeezer r t * squeezer r' t' = squeezer R T := by
  rw [squeezer_mul_squeezer_iff, squeezer_mul, squeezer_mul]
  have hsin : Real.sin (t' - t) = -Real.sin (t - t') := by
    rw [← Real.sin_neg, neg_sub]
  have hcos : Real.cos (t' - t) = Real.cos (t - t') := by
    rw [← Real.cos_neg, neg_sub]
  constructor
  · intro h
    -- compare the imaginary parts of the upper left entries
    have h0 : Real.sinh r * Real.sinh r' * Real.sin (t - t') =
        Real.sinh r' * Real.sinh r * Real.sin (t' - t) :=
      congrArg Complex.im (congrFun (congrFun h 0) 0)
    rw [hsin] at h0
    linarith
  · intro h
    refine congrArg₂ bogoliubov (Complex.ext ?_ ?_) (by ring)
    · simp only [productAmplitude, hcos]
      ring
    · simp only [productAmplitude, hsin]
      linear_combination 2 * h
```

Two squeezers commute if and only if their product is a squeezer. Exchanging the factors replaces t − t' by t' − t. The real part of U stays the same, the imaginary part changes sign, and V is symmetric under the exchange. The two orders therefore give U, V and U*, V, which agree exactly when Im U = 0. The auxiliary facts `hsin` and `hcos` record the parity of sine and cosine.

## The phase shift that is left over

```lean
/-- Every Bogoliubov map with `|u|² - |v|² = 1` is a squeezer followed by a phase shift. -/
theorem bogoliubov_eq_phaseShift_mul_squeezer (u v : ℂ)
    (h : Complex.normSq u - Complex.normSq v = 1) :
    ∃ θ r t : ℝ, bogoliubov u v = phaseShift θ * squeezer r t := by
  have hu : u ≠ 0 := by
    rintro rfl
    rw [map_zero] at h
    linarith [Complex.normSq_nonneg v]
  -- removing the phase of u leaves a squeezer
  have hn : Complex.normSq (‖u‖ : ℂ) - Complex.normSq
      (Complex.exp ((-Complex.arg u : ℝ) * Complex.I) * v) = 1 := by
    rw [Complex.normSq_mul, Complex.normSq_ofReal, Complex.normSq_eq_norm_sq (Complex.exp _),
      Complex.norm_exp_ofReal_mul_I]
    rw [Complex.normSq_eq_norm_sq u] at h
    linarith
  obtain ⟨r, t, hrt⟩ := (bogoliubov_squeezer_iff _ _ hn).2
    ⟨Complex.ofReal_im _, by rw [Complex.ofReal_re]; exact norm_pos_iff.2 hu⟩
  refine ⟨Complex.arg u, r, t, ?_⟩
  rw [← hrt, phaseShift, bogoliubov_mul]
  refine congrArg₂ bogoliubov ?_ ?_
  · rw [zero_mul, add_zero, mul_comm, Complex.norm_mul_exp_arg_mul_I]
  · have h0 : (Complex.arg u : ℂ) * Complex.I + ((-Complex.arg u : ℝ) : ℂ) * Complex.I = 0 := by
      push_cast
      ring
    rw [zero_mul, add_zero, ← mul_assoc, ← Complex.exp_add, h0, Complex.exp_zero, one_mul]
```

Every canonical Bogoliubov matrix is a phase shift times a squeezer. With the matrix acting on a column, the right-hand factor acts first, hence "followed by" in the comment.

By hand, |u|² = 1 + |v|² shows that u ≠ 0. Put θ = arg u. Then

u = e^{iθ} |u|,  v = e^{iθ} (e^{−iθ} v).

The matrix with entries |u| and e^{−iθ} v still satisfies the canonical condition, because only phases were changed, and its upper left entry is real and positive. By the criterion it is a squeezer, and multiplying by the phase shift restores u and v. The proof follows this order: `hu` is u ≠ 0, `hn` is the canonical condition after the phase is removed, and the final lines multiply back.

By the composition law a product of squeezers is again a Bogoliubov matrix, and its determinant is 1, so the theorem applies to it. For a simulation of lossless one-mode Gaussian optics without displacements, this means that a sequence of squeezers can be stored as one strength, one angle and one phase, while strength and angle alone are in general not enough to fix the map. If the input is the vacuum, the phase shift only turns the angle of the squeezed state, so one strength and one angle do fix the output state, up to an overall phase.

```lean
/-- Two squeezers of nonzero strength at the angles `0` and `π/2` have a product that is not
a squeezer. -/
theorem squeezers_not_closed {r r' : ℝ} (hr : r ≠ 0) (hr' : r' ≠ 0) :
    ¬ ∃ R T : ℝ, squeezer r 0 * squeezer r' (Real.pi / 2) = squeezer R T := by
  rw [squeezer_mul_squeezer_iff, zero_sub, Real.sin_neg, Real.sin_pi_div_two]
  exact mul_ne_zero (mul_ne_zero (mt Real.sinh_eq_zero.mp hr) (mt Real.sinh_eq_zero.mp hr'))
    (by norm_num)

end

end SqueezersNotGroup
```

The braces around `r r'` mean that Lean infers these numbers from the other arguments. The symbol `¬ ∃` reads "there are no". For nonzero r and r', the product S(r, 0) S(r', π/2) is not a squeezer for any choice of R and T. Indeed sin(0 − π/2) = −1, and sinh vanishes only at zero, so the product sinh r sinh r' sin(t − t') is nonzero. The set of squeezers contains the identity S(0, t) and the inverse S(−r, t) of each S(r, t); closure under multiplication is what fails.

## Two squeezers of strength ln 2

Take r = r' = ln 2, so that cosh r = 5/4 and sinh r = 3/4, with angles t = 0 and t' = π/2. The first matrix has rows (5/4, 3/4) and (3/4, 5/4), the second (5/4, 3i/4) and (−3i/4, 5/4). The upper row of the product is

U = 25/16 − 9i/16,
V = 15/16 + 15i/16.

The canonical condition holds: |U|² − |V|² = (706 − 450)/256 = 1. But U is not real, so the product is not a squeezer. Its phase is θ = −arctan(9/25), about −19.8°. Removing it leaves a squeezer with

sinh R = |V| = 15√2/16 ≈ 1.326,
T = 45° − θ ≈ 64.8°.

In the opposite order U becomes 25/16 + 9i/16 and V is unchanged, so the leftover phase shift has the opposite sign.

```lean
#print axioms SqueezersNotGroup.squeezer_mul_squeezer_iff
#print axioms SqueezersNotGroup.squeezer_comm_iff
#print axioms SqueezersNotGroup.bogoliubov_eq_phaseShift_mul_squeezer
#print axioms SqueezersNotGroup.squeezers_not_closed
```

```
'SqueezersNotGroup.squeezer_mul_squeezer_iff' depends on axioms: [propext, Classical.choice, Quot.sound]
'SqueezersNotGroup.squeezer_comm_iff' depends on axioms: [propext, Classical.choice, Quot.sound]
'SqueezersNotGroup.bogoliubov_eq_phaseShift_mul_squeezer' depends on axioms: [propext, Classical.choice, Quot.sound]
'SqueezersNotGroup.squeezers_not_closed' depends on axioms: [propext, Classical.choice, Quot.sound]
```
